# In the Lindblad model of a two-level atom with spontaneous emission alone, $T_2 = 2T_1$

To simulate a two-level atom with spontaneous emission and no other relaxation or dephasing, one can take the lifetime $T_1$ of the excited state and damp the off-diagonal element of the density matrix at the rate $1/(2T_1)$, so that the coherence time is $T_2 = 2T_1$. The Lean file below derives this relation from the Lindblad equation with a single jump operator, for an initial state with nonzero excited population and nonzero coherence.

```lean
import Mathlib

open Matrix

namespace SpontaneousDecay

noncomputable section

/-- The Lindblad generator with Hamiltonian `H` and one jump operator `L`, in units `ħ = 1`. -/
def lindbladian (H L ρ : Matrix (Fin 2) (Fin 2) ℂ) : Matrix (Fin 2) (Fin 2) ℂ :=
  (-Complex.I) • (H * ρ - ρ * H) +
    (L * ρ * Lᴴ - (1 / 2 : ℂ) • (Lᴴ * L * ρ + ρ * (Lᴴ * L)))

/-- The matrix function `ρ` is differentiable and obeys the Lindblad equation at all real times,
entry by entry. -/
def IsLindbladSolution (H L : Matrix (Fin 2) (Fin 2) ℂ)
    (ρ : ℝ → Matrix (Fin 2) (Fin 2) ℂ) : Prop :=
  ∀ t i j, HasDerivAt (fun s => ρ s i j) (lindbladian H L (ρ t) i j) t

/-- The Hamiltonian of a two-level atom whose level 1 lies at energy `ω` relative to level 0. -/
def atomH (ω : ℝ) : Matrix (Fin 2) (Fin 2) ℂ := !![0, 0; 0, (ω : ℂ)]

/-- The jump operator `√g E01`, which takes level 1 to level 0; here `g ≥ 0`. -/
def jump (g : ℝ) : Matrix (Fin 2) (Fin 2) ℂ := !![0, ((√g : ℝ) : ℂ); 0, 0]

/-- The matrix `A` after decay at rate `g` and precession at frequency `ω` for a time `t`. -/
def decayed (g ω : ℝ) (A : Matrix (Fin 2) (Fin 2) ℂ) (t : ℝ) : Matrix (Fin 2) (Fin 2) ℂ :=
  !![A 0 0 + (1 - Complex.exp (-(g : ℂ) * t)) * A 1 1,
      Complex.exp ((Complex.I * ω - g / 2) * t) * A 0 1;
    Complex.exp ((-Complex.I * ω - g / 2) * t) * A 1 0,
      Complex.exp (-(g : ℂ) * t) * A 1 1]

/-- `T` is a decay time of the signal `f`: it is positive and the modulus of `f` falls
as `exp (-t / T)`. -/
def IsDecayTime (f : ℝ → ℂ) (T : ℝ) : Prop :=
  0 < T ∧ ∀ t, ‖f t‖ = Real.exp (-t / T) * ‖f 0‖

/-- For `g ≥ 0`, the components of the Lindblad generator of the decaying atom: population flows
from level 1 to level 0 at rate `g`, and the coherences are damped at rate `g / 2`. -/
theorem lindbladian_components {g : ℝ} (hg : 0 ≤ g) (ω : ℝ) (ρ : Matrix (Fin 2) (Fin 2) ℂ) :
    lindbladian (atomH ω) (jump g) ρ 0 0 = g * ρ 1 1 ∧
    lindbladian (atomH ω) (jump g) ρ 0 1 = (Complex.I * ω - g / 2) * ρ 0 1 ∧
    lindbladian (atomH ω) (jump g) ρ 1 0 = (-Complex.I * ω - g / 2) * ρ 1 0 ∧
    lindbladian (atomH ω) (jump g) ρ 1 1 = -(g : ℂ) * ρ 1 1 := by
  have hs : ((√g : ℝ) : ℂ) * ((√g : ℝ) : ℂ) = g := by
    rw [← Complex.ofReal_mul, Real.mul_self_sqrt hg]
  have hc : star ((√g : ℝ) : ℂ) = ((√g : ℝ) : ℂ) := Complex.conj_ofReal _
  have j00 : jump g 0 0 = 0 := rfl
  have j01 : jump g 0 1 = ((√g : ℝ) : ℂ) := rfl
  have j10 : jump g 1 0 = 0 := rfl
  have j11 : jump g 1 1 = 0 := rfl
  have a00 : atomH ω 0 0 = 0 := rfl
  have a01 : atomH ω 0 1 = 0 := rfl
  have a10 : atomH ω 1 0 = 0 := rfl
  have a11 : atomH ω 1 1 = (ω : ℂ) := rfl
  simp only [lindbladian, Matrix.add_apply, Matrix.sub_apply, Matrix.smul_apply,
    Matrix.mul_apply, Matrix.conjTranspose_apply, Fin.sum_univ_two, smul_eq_mul,
    j00, j01, j10, j11, a00, a01, a10, a11, star_zero, hc]
  refine ⟨?_, ?_, ?_, ?_⟩
  · linear_combination ρ 1 1 * hs
  · linear_combination (-1 / 2 * ρ 0 1) * hs
  · linear_combination (-1 / 2 * ρ 1 0) * hs
  · linear_combination (-ρ 1 1) * hs

/-- A complex signal obeys the linear rate equation `f' = c f` at all times exactly when
it is `exp (c t)` times its initial value. -/
theorem rate_equation_iff {f : ℝ → ℂ} {c : ℂ} :
    (∀ t, HasDerivAt f (c * f t) t) ↔ ∀ t : ℝ, f t = Complex.exp (c * t) * f 0 := by
  have hexp : ∀ (a : ℂ) (t : ℝ),
      HasDerivAt (fun s : ℝ => Complex.exp (a * s)) (a * Complex.exp (a * t)) t := by
    intro a t
    have h0 : HasDerivAt (fun s : ℝ => (s : ℂ)) 1 t := by
      simpa using (hasDerivAt_id t).ofReal_comp
    exact (h0.const_mul a).cexp.congr_deriv (by ring)
  constructor
  · intro hf t
    -- the product `exp (-c s) * f s` is constant in time
    have h : ∀ s : ℝ, HasDerivAt (fun s : ℝ => Complex.exp (-c * s) * f s) 0 s := fun s =>
      ((hexp (-c) s).fun_mul (hf s)).congr_deriv (by ring)
    have hc := is_const_of_deriv_eq_zero (fun s => (h s).differentiableAt)
      (fun s => (h s).deriv) t 0
    simp only [Complex.ofReal_zero, mul_zero, Complex.exp_zero, one_mul] at hc
    have he : Complex.exp (c * t) * Complex.exp (-c * t) = 1 := by
      rw [← Complex.exp_add, neg_mul, add_neg_cancel, Complex.exp_zero]
    linear_combination Complex.exp (c * t) * hc - f t * he
  · intro h t
    rw [h t]
    exact (((hexp c t).mul_const (f 0)).congr_deriv (by ring)).congr_of_eventuallyEq
      (Filter.Eventually.of_forall h)

/-- For `g ≥ 0`, a matrix function solves the Lindblad equation of the decaying atom exactly when
it is the explicitly damped and precessing form of its initial value. -/
theorem solution_iff {g : ℝ} (hg : 0 ≤ g) (ω : ℝ) (ρ : ℝ → Matrix (Fin 2) (Fin 2) ℂ) :
    IsLindbladSolution (atomH ω) (jump g) ρ ↔ ∀ t, ρ t = decayed g ω (ρ 0) t := by
  have gen := fun t => lindbladian_components hg ω (ρ t)
  constructor
  · intro h t
    have h11 : ρ t 1 1 = Complex.exp (-(g : ℂ) * t) * ρ 0 1 1 :=
      rate_equation_iff.1 (fun s => (h s 1 1).congr_deriv (gen s).2.2.2) t
    have h01 : ρ t 0 1 = Complex.exp ((Complex.I * ω - g / 2) * t) * ρ 0 0 1 :=
      rate_equation_iff.1 (fun s => (h s 0 1).congr_deriv (gen s).2.1) t
    have h10 : ρ t 1 0 = Complex.exp ((-Complex.I * ω - g / 2) * t) * ρ 0 1 0 :=
      rate_equation_iff.1 (fun s => (h s 1 0).congr_deriv (gen s).2.2.1) t
    -- the trace is conserved, which fixes the population of level 0
    have htr := rate_equation_iff (f := fun s => ρ s 0 0 + ρ s 1 1) (c := 0) |>.1
      (fun s => ((h s 0 0).fun_add (h s 1 1)).congr_deriv (by
        rw [(gen s).1, (gen s).2.2.2]; ring)) t
    simp only [zero_mul, Complex.exp_zero, one_mul] at htr
    have h00 : ρ t 0 0 = ρ 0 0 0 + (1 - Complex.exp (-(g : ℂ) * t)) * ρ 0 1 1 := by
      linear_combination htr - h11
    rw [Matrix.eta_fin_two (ρ t)]
    simp only [decayed, h00, h01, h10, h11]
  · intro h t
    have e00 : ∀ s : ℝ, ρ s 0 0 = ρ 0 0 0 + (1 - Complex.exp (-(g : ℂ) * s)) * ρ 0 1 1 :=
      fun s => congrFun (congrFun (h s) 0) 0
    have e11 : ∀ s : ℝ, ρ s 1 1 = Complex.exp (-(g : ℂ) * s) * ρ 0 1 1 :=
      fun s => congrFun (congrFun (h s) 1) 1
    have d11 := rate_equation_iff (f := fun s => ρ s 1 1) |>.2 e11 t
    have hs : ∀ s : ℝ, ρ s 0 0 = ρ 0 0 0 + ρ 0 1 1 - ρ s 1 1 := fun s => by
      linear_combination e00 s + e11 s
    simp only [Fin.forall_fin_two]
    refine ⟨⟨?_, ?_⟩, ?_, ?_⟩
    · rw [(gen t).1]
      exact ((d11.const_sub (ρ 0 0 0 + ρ 0 1 1)).congr_deriv (by ring)).congr_of_eventuallyEq
        (Filter.Eventually.of_forall hs)
    · rw [(gen t).2.1]
      exact rate_equation_iff (f := fun s => ρ s 0 1) |>.2
        (fun s => congrFun (congrFun (h s) 0) 1) t
    · rw [(gen t).2.2.1]
      exact rate_equation_iff (f := fun s => ρ s 1 0) |>.2
        (fun s => congrFun (congrFun (h s) 1) 0) t
    · rw [(gen t).2.2.2]
      exact d11

/-- For a solution of the Lindblad equation with `H = 0`, jump operator `jump g` and `g ≥ 0`, the
population of level 1 decays as `exp (-g t)` and the coherence as `exp (-g t / 2)`. -/
theorem spontaneous_decay {g : ℝ} (hg : 0 ≤ g) {ρ : ℝ → Matrix (Fin 2) (Fin 2) ℂ}
    (h : IsLindbladSolution 0 (jump g) ρ) (t : ℝ) :
    ρ t 1 1 = Complex.exp (-(g : ℂ) * t) * ρ 0 1 1 ∧
    ρ t 0 1 = Complex.exp (-((g : ℂ) / 2) * t) * ρ 0 0 1 := by
  have hH : atomH 0 = 0 := by
    ext i j
    fin_cases i <;> fin_cases j <;> simp [atomH]
  rw [← hH] at h
  have hd := (solution_iff hg 0 ρ).1 h t
  have e : ρ t 0 1 = Complex.exp ((Complex.I * ((0 : ℝ) : ℂ) - g / 2) * t) * ρ 0 0 1 :=
    congrFun (congrFun hd 0) 1
  rw [Complex.ofReal_zero, mul_zero, zero_sub] at e
  exact ⟨congrFun (congrFun hd 1) 1, e⟩

/-- For a solution of the Lindblad equation of the decaying atom, with `g ≥ 0` and any level
splitting `ω`, the moduli of the level-1 population and of the coherence decay at the rates `g` and
`g / 2`. -/
theorem norm_decay {g ω : ℝ} (hg : 0 ≤ g) {ρ : ℝ → Matrix (Fin 2) (Fin 2) ℂ}
    (h : IsLindbladSolution (atomH ω) (jump g) ρ) (t : ℝ) :
    ‖ρ t 1 1‖ = Real.exp (-g * t) * ‖ρ 0 1 1‖ ∧
    ‖ρ t 0 1‖ = Real.exp (-(g / 2) * t) * ‖ρ 0 0 1‖ := by
  have hd := (solution_iff hg ω ρ).1 h t
  have e11 : ρ t 1 1 = Complex.exp (-(g : ℂ) * t) * ρ 0 1 1 := congrFun (congrFun hd 1) 1
  have e01 : ρ t 0 1 = Complex.exp ((Complex.I * ω - g / 2) * t) * ρ 0 0 1 :=
    congrFun (congrFun hd 0) 1
  have r11 : (-(g : ℂ) * t).re = -g * t := by simp
  -- the level splitting contributes only a phase
  have r01 : ((Complex.I * ω - g / 2) * t).re = -(g / 2) * t := by
    have hz : (Complex.I * ω - g / 2) * t
        = ((-(g / 2) * t : ℝ) : ℂ) + ((ω * t : ℝ) : ℂ) * Complex.I := by
      push_cast
      ring
    rw [hz, Complex.add_re, Complex.ofReal_re, Complex.re_ofReal_mul, Complex.I_re,
      mul_zero, add_zero]
  constructor
  · rw [e11, norm_mul, Complex.norm_exp, r11]
  · rw [e01, norm_mul, Complex.norm_exp, r01]

/-- For a solution of the Lindblad equation of the decaying atom with `g > 0`, `1 / g` is a decay
time of the level-1 population and `2 / g` is a decay time of the coherence. -/
theorem decay_times {g ω : ℝ} (hg : 0 < g) {ρ : ℝ → Matrix (Fin 2) (Fin 2) ℂ}
    (h : IsLindbladSolution (atomH ω) (jump g) ρ) :
    IsDecayTime (fun t => ρ t 1 1) (1 / g) ∧ IsDecayTime (fun t => ρ t 0 1) (2 / g) := by
  refine ⟨⟨by positivity, fun t => ?_⟩, ⟨by positivity, fun t => ?_⟩⟩
  · have ht : -t / (1 / g) = -g * t := by
      rw [div_div_eq_mul_div]
      ring
    rw [ht]
    exact (norm_decay hg.le h t).1
  · have ht : -t / (2 / g) = -(g / 2) * t := by
      rw [div_div_eq_mul_div]
      ring
    rw [ht]
    exact (norm_decay hg.le h t).2

/-- For a solution of the Lindblad equation of the decaying atom with `g ≥ 0`, if the level-1
population and the coherence are initially nonzero and have decay times `T1` and `T2`, then
`T2 = 2 T1`. -/
theorem T2_eq_two_mul_T1 {g ω T1 T2 : ℝ} (hg : 0 ≤ g) {ρ : ℝ → Matrix (Fin 2) (Fin 2) ℂ}
    (h : IsLindbladSolution (atomH ω) (jump g) ρ) (hp : ρ 0 1 1 ≠ 0) (hc : ρ 0 0 1 ≠ 0)
    (h1 : IsDecayTime (fun t => ρ t 1 1) T1) (h2 : IsDecayTime (fun t => ρ t 0 1) T2) :
    T2 = 2 * T1 := by
  -- compare the two exponential laws after one decay time
  have k1 := Real.exp_injective (mul_right_cancel₀ (norm_ne_zero_iff.2 hp)
    ((norm_decay hg h T1).1.symm.trans (h1.2 T1)))
  have k2 := Real.exp_injective (mul_right_cancel₀ (norm_ne_zero_iff.2 hc)
    ((norm_decay hg h T2).2.symm.trans (h2.2 T2)))
  rw [neg_div, div_self h1.1.ne'] at k1
  rw [neg_div, div_self h2.1.ne'] at k2
  have hg0 : g ≠ 0 := by
    rintro rfl
    norm_num at k1
  exact mul_left_cancel₀ hg0 (by linarith : g * T2 = g * (2 * T1))

end

end SpontaneousDecay
```

```lean
#print axioms SpontaneousDecay.spontaneous_decay
#print axioms SpontaneousDecay.decay_times
#print axioms SpontaneousDecay.T2_eq_two_mul_T1
```

```
'SpontaneousDecay.spontaneous_decay' depends on axioms: [propext, Classical.choice, Quot.sound]
'SpontaneousDecay.decay_times' depends on axioms: [propext, Classical.choice, Quot.sound]
'SpontaneousDecay.T2_eq_two_mul_T1' depends on axioms: [propext, Classical.choice, Quot.sound]
```

## Two decay laws from one emission rate

An excited atom emits a photon and falls to its ground state. The same process also damps any superposition of the two states. The question is how fast each of these happens when emission is the only process at work.

Let 0 be the ground state, 1 the excited state, $E_{ij}$ the matrix with a single 1 in row $i$ and column $j$, and $\rho(t)$ the $2\times2$ matrix that describes the atom. With $\hbar = 1$, the Lindblad equation is

$$\dot\rho = -i[H,\rho] + L\rho L^\dagger - \tfrac12\left(L^\dagger L\rho + \rho L^\dagger L\right),\qquad H = \omega E_{11},\quad L = \sqrt g\,E_{01}.$$

Here $\omega$ is the level splitting and $g \ge 0$ is the emission rate, which textbooks usually write as $\gamma$ or $\Gamma$; it is not a coupling constant.

The theorem `solution_iff` says that a matrix function solves this equation at all real times if and only if it equals `decayed g ω (ρ 0) t`, an explicit matrix built from its initial value. The theorem `spontaneous_decay` gives the case $H = 0$:

$$\rho_{11}(t) = e^{-gt}\rho_{11}(0),\qquad \rho_{01}(t) = e^{-gt/2}\rho_{01}(0).$$

For $g > 0$ and any $\omega$, `decay_times` states that $1/g$ is a decay time of the excited population and $2/g$ is one of the coherence. Finally, `T2_eq_two_mul_T1` takes any decay times `T1` and `T2` of these two signals, with nonzero initial values, and concludes `T2 = 2 * T1`.

## How the Lean objects represent the atom

The generator on the right of the equation is `lindbladian`, `atomH ω` is $H$ and `jump g` is $L$. The predicate `IsLindbladSolution` says that each entry of $\rho$ is differentiable at every real time, with the derivative that the generator prescribes. In an expression such as `ρ 0 1 1` the first argument is the time and the other two are the row and column, so this is $\rho_{11}(0)$, while `ρ 0 0 1` is $\rho_{01}(0)$.

Nothing requires $\rho$ to be Hermitian, positive or of unit trace. The theorems hold for every complex $2\times 2$ solution, and solutions that start from a density matrix at $t = 0$ are a special case. These remain density matrices for $t \ge 0$; if $g > 0$ and $\rho_{11}(0) \ne 0$, their extension to sufficiently negative times is not positive and has no physical meaning.

The condition $g \ge 0$ makes $g$ a rate. It also matters to Lean, where the square root of a negative number is 0: for $g<0$ the jump operator would vanish, and the formulas would fail for a nonzero excited population.

`IsDecayTime f T` means that $T > 0$ and $|f(t)| = e^{-t/T}|f(0)|$ for all $t$. The modulus is easily forgotten here. Without it, the coherence would have no decay time whenever $\omega \ne 0$ and $\rho_{01}(0) \ne 0$, because its phase rotates while its size shrinks.

The nonzero initial values in the last theorem make the decay times definite. If $\rho_{01}(0) = 0$, the coherence stays zero and every positive number is a decay time for it; the same holds for the population if $\rho_{11}(0) = 0$.

The step from this model to a real atom is the Lindblad equation itself. It is assumed, with $g$ as an input, and not derived from the coupling of the atom to the radiation field. The single jump operator describes emission into an empty field, without thermal excitation or pure dephasing. Pure dephasing would shorten $T_2$ and leave $T_1$ as it is.

## The four component equations

Since $L^\dagger L = gE_{11}$ and $L\rho L^\dagger = g\rho_{11}E_{00}$, the dissipative part is

$$g\rho_{11}E_{00} - \frac g2\left(E_{11}\rho + \rho E_{11}\right)
= \begin{pmatrix} g\rho_{11} & -\tfrac g2\rho_{01}\\ -\tfrac g2\rho_{10} & -g\rho_{11}\end{pmatrix}.$$

The excited population is hit by $E_{11}$ from both sides and loses $g\rho_{11}$. Each coherence is hit from one side only and keeps the factor $\tfrac12$. This is the origin of the ratio 2.

The commutator has zero diagonal, and $[H,\rho]_{01} = -\omega\rho_{01}$, $[H,\rho]_{10} = \omega\rho_{10}$. After multiplication by $-i$ and addition,

$$\dot\rho_{00} = g\rho_{11},\quad \dot\rho_{01} = \left(i\omega - \tfrac g2\right)\rho_{01},\quad \dot\rho_{10} = \left(-i\omega - \tfrac g2\right)\rho_{10},\quad \dot\rho_{11} = -g\rho_{11}.$$

This is `lindbladian_components`. Its `simp only` step writes the matrix products as sums over two indices and inserts the entries of $H$ and $L$. The four `linear_combination` steps then use $\sqrt g\,\sqrt g = g$, which is where $g \ge 0$ enters.

## Solving the rate equations

Three of the four equations have the form $\dot f = cf$ with a complex constant $c$. For such an $f$,

$$\frac{d}{dt}\left(e^{-ct}f(t)\right) = -ce^{-ct}f(t) + e^{-ct}\,cf(t) = 0,$$

so $e^{-ct}f(t) = f(0)$ and $f(t) = e^{ct}f(0)$. Conversely, differentiating $e^{ct}f(0)$ gives $c$ times the same function. The lemma `rate_equation_iff` proves both directions. It uses `is_const_of_deriv_eq_zero` for the constancy of the product and then multiplies by $e^{ct}$.

Applied to the components, this gives

$$\rho_{11}(t) = e^{-gt}\rho_{11}(0),\quad \rho_{01}(t) = e^{(i\omega-g/2)t}\rho_{01}(0),\quad \rho_{10}(t) = e^{(-i\omega-g/2)t}\rho_{10}(0).$$

For the ground state, add the two population equations: $\dot\rho_{00}+\dot\rho_{11} = g\rho_{11} - g\rho_{11} = 0$. The trace is constant, hence

$$\rho_{00}(t) = \rho_{00}(0) + \rho_{11}(0) - \rho_{11}(t) = \rho_{00}(0) + \left(1-e^{-gt}\right)\rho_{11}(0).$$

The forward half of `solution_iff` follows this route and obtains the conserved trace from `rate_equation_iff` with $c = 0$. The reverse half starts from the explicit matrix. Three entries satisfy their equations by the same lemma, and $\rho_{00}$ is written as a constant minus $\rho_{11}$, so its derivative is $g\rho_{11}$. The formula `decayed` can therefore serve as a reference solution for a numerical master-equation integrator, for this single undriven atom.

To obtain `spontaneous_decay`, Lean checks that `atomH 0` is the zero matrix and sets $\omega = 0$ in the solution.

## Comparing the decay times

For complex $z$ one has $|e^z| = e^{\operatorname{Re} z}$. The real part of $(i\omega - g/2)t$ is $-gt/2$, so the splitting drops out:

$$|\rho_{11}(t)| = e^{-gt}|\rho_{11}(0)|,\qquad |\rho_{01}(t)| = e^{-gt/2}|\rho_{01}(0)|.$$

This is `norm_decay`. If $g > 0$, then $gt = t/(1/g)$ and $gt/2 = t/(2/g)$, which gives `decay_times`.

Now let $T_1$ and $T_2$ be any decay times of the two signals, with nonzero initial values. Evaluate the first law at $t = T_1$ and the second at $t = T_2$:

$$e^{-gT_1}|\rho_{11}(0)| = e^{-1}|\rho_{11}(0)|,\qquad e^{-gT_2/2}|\rho_{01}(0)| = e^{-1}|\rho_{01}(0)|.$$

Cancelling the nonzero moduli and comparing exponents gives $gT_1 = 1$ and $gT_2/2 = 1$. The first equation rules out $g = 0$, where the moduli of the signals would be constant and nonzero, so that neither signal would have a decay time. Since $gT_2 = 2 = g\cdot 2T_1$, division by $g$ yields $T_2 = 2T_1$.

In `T2_eq_two_mul_T1`, the cancellation is `mul_right_cancel₀` and the comparison of exponents is `Real.exp_injective`; together they produce `k1` and `k2`. The last line combines these two equations and cancels `g`.
